# Marsden's identity for cardinal B-splines on a uniform mesh

Shift the cardinal B-spline of order $n\ge1$, supported on $[0,n]$, by every integer $k$, weight each copy by the product of $k+i-y$ over $i=1,\dots,n-1$, and the sum is $(x-y)^{n-1}$ for all real $x$ and $y$. It follows that these splines reproduce every polynomial of degree below $n$ exactly. For particle-mesh methods and spline bases, this identifies polynomials that the splines represent without error, here on an infinite one-dimensional mesh of unit spacing.

```lean
import Mathlib

open Polynomial

namespace MarsdenUniformMesh

noncomputable section
```

The spline $M_n$ is `bspline n`. It starts from $M_1$, the indicator of $[0,1)$, and continues for $n\ge0$ by the Cox–de Boor recursion

$$(n+1)\,M_{n+2}(x)=x\,M_{n+1}(x)+(n+2-x)\,M_{n+1}(x-1).$$

```lean
/-- The cardinal B-spline of order `n` on the unit mesh: the indicator of `[0,1)` at order one,
and the Cox-de Boor recursion above it (order zero is set to zero). -/
def bspline : ℕ → ℝ → ℝ
  | 0, _ => 0
  | 1, x => if 0 ≤ x ∧ x < 1 then 1 else 0
  | n + 2, x =>
      (x * bspline (n + 1) x + ((n : ℝ) + 2 - x) * bspline (n + 1) (x - 1)) / ((n : ℝ) + 1)
```

The weights come from a polynomial in a formal variable $X$, written `marsdenPoly N t` in the code:

$$P_{N,t}(X)=\prod_{i=1}^{N}(X+t+i),\qquad P_{0,t}=1.$$

```lean
/-- The Marsden polynomial of degree `N` at the mesh point `t`: the product of `X + t + i`
over `i = 1, ..., N`. -/
def marsdenPoly (N : ℕ) (t : ℝ) : ℝ[X] :=
  ∏ i ∈ Finset.Icc 1 N, (X + C (t + (i : ℝ)))
```

## (a) A factor at the right end

Show that raising the degree gives
$$P_{N+1,t}=P_{N,t}\,(X+t+N+1).$$

**Solution.** Split off the factor $i=N+1$.

```lean
/-- Raising the degree of a Marsden polynomial adds one factor at the right end. -/
theorem marsdenPoly_succ (N : ℕ) (t : ℝ) :
    marsdenPoly (N + 1) t = marsdenPoly N t * (X + C (t + ((N : ℝ) + 1))) := by
  unfold marsdenPoly
  rw [Finset.prod_Icc_succ_top (show 1 ≤ N + 1 by omega), Nat.cast_add, Nat.cast_one]
```

## (b) A factor at the left end

Show that the left neighbour satisfies
$$P_{N+1,t-1}=(X+t)\,P_{N,t}.$$

**Solution.** The factors on the left are $X+t,\,X+t+1,\dots,X+t+N$. The first is $X+t$ and the others form $P_{N,t}$. Lean does this by induction on $N$, using (a).

```lean
/-- The Marsden polynomial of the left neighbour on the mesh has one extra factor at the
left end. -/
theorem marsdenPoly_shift (N : ℕ) (t : ℝ) :
    marsdenPoly (N + 1) (t - 1) = (X + C t) * marsdenPoly N t := by
  induction N with
  | zero => simp [marsdenPoly]
  | succ N ih =>
    have h : t - 1 + (((N + 1 : ℕ) : ℝ) + 1) = t + ((N : ℝ) + 1) := by
      push_cast
      ring
    rw [marsdenPoly_succ (N + 1) (t - 1), ih, marsdenPoly_succ N t, h, mul_assoc]
```

## (c) Order one selects a cell

For arbitrary real coefficients $c_k$, show that
$$\sum_{k\in\mathbb Z}M_1(x-k)\,c_k=c_{\lfloor x\rfloor}.$$

**Solution.** $M_1(x-k)=1$ exactly when $k\le x<k+1$, that is, when $k=\lfloor x\rfloor$; all other terms vanish. In Lean, `HasSum f s` says that the series converges to `s`, whatever the order of summation.

```lean
/-- At order one, a sum of shifted splines returns the coefficient of the mesh cell
containing `x`. -/
theorem hasSum_box (x : ℝ) (c : ℤ → ℝ) :
    HasSum (fun k : ℤ => bspline 1 (x - k) * c k) (c ⌊x⌋) := by
  have h1 : bspline 1 (x - (⌊x⌋ : ℝ)) = 1 := by
    rw [bspline, if_pos]
    exact ⟨by linarith [Int.floor_le x], by linarith [Int.lt_floor_add_one x]⟩
  have h0 : ∀ k : ℤ, k ≠ ⌊x⌋ → bspline 1 (x - k) = 0 := by
    intro k hk
    rw [bspline, if_neg]
    rintro ⟨a, b⟩
    exact hk (Int.floor_eq_iff.2 ⟨by linarith, by linarith⟩).symm
  have h : HasSum (fun k : ℤ => bspline 1 (x - k) * c k)
      (bspline 1 (x - (⌊x⌋ : ℝ)) * c ⌊x⌋) := by
    refine hasSum_single ⌊x⌋ (fun k hk => ?_)
    show bspline 1 (x - (k : ℝ)) * c k = 0
    rw [h0 k hk, zero_mul]
  rwa [h1, one_mul] at h
```

## (d) Splitting one term

Show that
$$M_{n+2}(x-k)c_k=M_{n+1}(x-k)\frac{(x-k)c_k}{n+1}+M_{n+1}(x-(k+1))\frac{(n+1-x+(k+1))\,c_k}{n+1}.$$

**Solution.** Put $x-k$ into the recursion and write $n+2-(x-k)=n+1-x+(k+1)$. The code writes the last $c_k$ as `c (k + 1 - 1)`, so that the second part is a function of $k+1$ alone.

```lean
/-- The Cox-de Boor recursion for one term of a spline sum, with the second part written
at the neighbouring mesh point `k + 1`. -/
theorem term_split (n : ℕ) (x : ℝ) (c : ℤ → ℝ) (k : ℤ) :
    bspline (n + 2) (x - k) * c k =
      bspline (n + 1) (x - k) * ((x - k) * c k / ((n : ℝ) + 1)) +
      bspline (n + 1) (x - ((k + 1 : ℤ) : ℝ)) *
        (((n : ℝ) + 1 - x + ((k + 1 : ℤ) : ℝ)) * c (k + 1 - 1) / ((n : ℝ) + 1)) := by
  have e : x - ((k + 1 : ℤ) : ℝ) = x - k - 1 := by
    push_cast
    ring
  rw [bspline, e, add_sub_cancel_right k 1]
  push_cast
  ring
```

## (e) Convergence for any coefficients

Show that, for every $c$,
$$\sum_{k\in\mathbb Z}M_{n+1}(x-k)\,c_k\quad\text{converges.}$$

**Solution.** Use induction on $n$. Part (c) is the base case. By (d), the next order is a sum of two series of the previous order, one with its index shifted by one, and a shift preserves convergence.

```lean
/-- A sum of shifted B-splines over the whole mesh converges for arbitrary coefficients. -/
theorem summable_shifts (n : ℕ) (x : ℝ) :
    ∀ c : ℤ → ℝ, Summable (fun k : ℤ => bspline (n + 1) (x - k) * c k) := by
  induction n with
  | zero => exact fun c => (hasSum_box x c).summable
  | succ n ih =>
    intro c
    have h1 := ih (fun k => (x - k) * c k / ((n : ℝ) + 1))
    have h2 := (Equiv.addRight (1 : ℤ)).summable_iff.2
      (ih (fun k => ((n : ℝ) + 1 - x + k) * c (k - 1) / ((n : ℝ) + 1)))
    convert h1.add h2 using 1
    funext k
    exact term_split n x c k
```

## (f) Lowering the order

Show that
$$\sum_k M_{n+2}(x-k)c_k=\sum_k M_{n+1}(x-k)\,\frac{(x-k)c_k+(n+1-x+k)c_{k-1}}{n+1}.$$

**Solution.** Sum (d) over $k$ and replace $k+1$ by $k$ in the second series; (e) allows the two series to be treated separately. Lean assumes that the right side has sum `s` and concludes the same for the left, using uniqueness of the sum.

```lean
/-- De Boor step: a spline sum of order `n + 2` has the same value as the sum of order `n + 1`
whose coefficients are blends of neighbouring ones. -/
theorem hasSum_deBoor (n : ℕ) (x : ℝ) (c : ℤ → ℝ) (s : ℝ)
    (h : HasSum (fun k : ℤ => bspline (n + 1) (x - k) *
      (((x - k) * c k + ((n : ℝ) + 1 - x + k) * c (k - 1)) / ((n : ℝ) + 1))) s) :
    HasSum (fun k : ℤ => bspline (n + 2) (x - k) * c k) s := by
  have hA := (summable_shifts n x (fun k => (x - k) * c k / ((n : ℝ) + 1))).hasSum
  have hB := (summable_shifts n x
    (fun k => ((n : ℝ) + 1 - x + k) * c (k - 1) / ((n : ℝ) + 1))).hasSum
  -- shifting the summation index leaves the second sum unchanged
  have hB' := (Equiv.addRight (1 : ℤ)).hasSum_iff.2 hB
  have hs := h.unique (by
    convert hA.add hB using 1
    funext k
    ring)
  rw [hs]
  convert hA.add hB' using 1
  funext k
  exact term_split n x c k
```

## (g) The identity under a linear functional

For every linear map $L$ from real polynomials to real numbers, show that
$$\sum_k M_{N+1}(x-k)\,L(P_{N,k})=L\big((X+x)^N\big).$$

**Solution.** For $N=0$, both sides are $L(1)$ by (c). For the step, apply (f) with $c_k=L(P_{N+1,k})$. By (a) and (b), the blend is
$$\begin{aligned}&(x-k)P_{N+1,k}+(N+1-x+k)P_{N+1,k-1}\\&=\big[(x-k)(X+k+N+1)+(N+1-x+k)(X+k)\big]P_{N,k}\\&=(N+1)(X+x)P_{N,k}.\end{aligned}$$
This is `key` in the code. Now use the induction hypothesis for the functional $q\mapsto L((X+x)q)$.

```lean
/-- Marsden identity under any linear functional `L` on polynomials: the spline sum of the
values of `L` on the Marsden polynomials is the value of `L` on `(X + x)^N`. -/
theorem marsden_functional (N : ℕ) (x : ℝ) :
    ∀ L : ℝ[X] →ₗ[ℝ] ℝ,
      HasSum (fun k : ℤ => bspline (N + 1) (x - k) * L (marsdenPoly N k))
        (L ((X + C x) ^ N)) := by
  induction N with
  | zero =>
    intro L
    simpa [marsdenPoly] using hasSum_box x (fun _ => L 1)
  | succ N ih =>
    intro L
    refine hasSum_deBoor N x (fun k : ℤ => L (marsdenPoly (N + 1) k)) _ ?_
    convert ih (L ∘ₗ LinearMap.mulLeft ℝ (X + C x)) using 1
    · funext k
      -- blending two neighbouring Marsden polynomials splits off the factor X + x
      have key : (x - k) • marsdenPoly (N + 1) (k : ℝ)
          + ((N : ℝ) + 1 - x + k) • marsdenPoly (N + 1) ((k : ℝ) - 1)
          = ((N : ℝ) + 1) • ((X + C x) * marsdenPoly N (k : ℝ)) := by
        rw [marsdenPoly_succ, marsdenPoly_shift]
        simp only [smul_eq_C_mul, map_add, map_sub, map_one]
        ring
      have hL := congrArg L key
      simp only [map_add, map_smul, smul_eq_mul] at hL
      have hN : (N : ℝ) + 1 ≠ 0 := by positivity
      show bspline (N + 1) (x - k) * (((x - k) * L (marsdenPoly (N + 1) k)
        + ((N : ℝ) + 1 - x + k) * L (marsdenPoly (N + 1) ((k - 1 : ℤ) : ℝ))) / ((N : ℝ) + 1))
        = bspline (N + 1) (x - k) * L ((X + C x) * marsdenPoly N k)
      rw [Int.cast_sub, Int.cast_one]
      congr 1
      rw [div_eq_iff hN]
      linear_combination hL
    · show L ((X + C x) ^ (N + 1)) = L ((X + C x) * (X + C x) ^ N)
      rw [pow_succ']
```

## (h) Marsden's identity

For $n\ge1$, show that
$$\sum_k M_n(x-k)\prod_{i=1}^{n-1}(k+i-y)=(x-y)^{n-1}.$$

**Solution.** Take $N=n-1$ in (g) and let $L$ be evaluation at $X=-y$. For $n=1$ the product is empty and both sides are $1$.

As a numerical instance, take $n=3$, $x=\tfrac12$, $y=2$. The nonzero spline values at $k=0,-1,-2$ are $\tfrac18,\tfrac34,\tfrac18$, and the weights $(k-1)k$ are $0,2,6$. The sum is $\tfrac32+\tfrac34=\tfrac94=(\tfrac12-2)^2$.

```lean
/-- **Marsden identity on the uniform mesh**: for order `n ≥ 1`, the shifted B-splines weighted
by the products of `k + i - y` over `i = 1, ..., n - 1` sum to `(x - y)^(n - 1)`. -/
theorem marsden_identity (n : ℕ) (hn : 1 ≤ n) (x y : ℝ) :
    HasSum (fun k : ℤ => bspline n (x - k) *
      ∏ i ∈ Finset.Icc 1 (n - 1), ((k : ℝ) + (i : ℝ) - y)) ((x - y) ^ (n - 1)) := by
  obtain ⟨N, rfl⟩ : ∃ N, n = N + 1 := ⟨n - 1, by omega⟩
  -- evaluate the polynomial identity at X = -y
  convert marsden_functional N x (leval (-y)) using 1
  · funext k
    rw [Nat.add_sub_cancel, leval_apply, marsdenPoly, eval_prod]
    congr 1
    refine Finset.prod_congr rfl fun i _ => ?_
    simp only [eval_add, eval_X, eval_C]
    ring
  · rw [Nat.add_sub_cancel, leval_apply]
    simp only [eval_pow, eval_add, eval_X, eval_C]
    rw [neg_add_eq_sub]
```

## (i) Grid weights for monomials

For $m<n$, show that
$$\sum_k M_n(x-k)\,\frac{[X^{n-1-m}]\,P_{n-1,k}}{\binom{n-1}{m}}=x^m,$$
where $[X^j]$ takes the coefficient of $X^j$.

**Solution.** Let $L$ in (g) be $[X^{n-1-m}]$. On $(X+x)^{n-1}$ it gives $\binom{n-1}{m}x^m$; divide by the binomial.

```lean
/-- B-splines of order `n` reproduce each monomial `x^m` with `m < n`; the grid weights are
coefficients of the Marsden polynomials divided by a binomial coefficient. -/
theorem monomial_reproduction (n m : ℕ) (hm : m < n) (x : ℝ) :
    HasSum (fun k : ℤ => bspline n (x - k) *
      ((marsdenPoly (n - 1) k).coeff (n - 1 - m) / ((n - 1).choose m : ℝ))) (x ^ m) := by
  obtain ⟨N, rfl⟩ : ∃ N, n = N + 1 := ⟨n - 1, by omega⟩
  have hmN : m ≤ N := by omega
  have hc : (N.choose m : ℝ) ≠ 0 := by
    exact_mod_cast (Nat.choose_pos hmN).ne'
  have h := (marsden_functional N x (lcoeff ℝ (N - m))).div_const (N.choose m : ℝ)
  simp only [lcoeff_apply, coeff_X_add_C_pow] at h
  rw [Nat.sub_sub_self hmN, Nat.choose_symm hmN, mul_div_cancel_right₀ _ hc] at h
  simp only [mul_div_assoc] at h
  rw [Nat.add_sub_cancel]
  exact h
```

## (j) All polynomials of degree below the order

For $p(x)=\sum_{m<n}p_m x^m$, find coefficients $c_k$ independent of $x$ with
$$\sum_k M_n(x-k)\,c_k=p(x).$$

**Solution.** Multiply the weights in (i) by $p_m$ and add over $m$. In Lean, `∃ c` stands before `∀ x`, so one set of coefficients serves every $x$.

```lean
/-- Every real polynomial of degree below `n` is a sum of shifted B-splines of order `n`, with
grid coefficients that do not depend on `x`. -/
theorem polynomial_reproduction (n : ℕ) (p : ℝ[X]) (hp : p.natDegree < n) :
    ∃ c : ℤ → ℝ, ∀ x : ℝ, HasSum (fun k : ℤ => bspline n (x - k) * c k) (p.eval x) := by
  refine ⟨fun k => ∑ m ∈ Finset.range n, p.coeff m *
    ((marsdenPoly (n - 1) k).coeff (n - 1 - m) / ((n - 1).choose m : ℝ)), fun x => ?_⟩
  have h := hasSum_sum (s := Finset.range n) (fun m hm =>
    (monomial_reproduction n m (Finset.mem_range.1 hm) x).mul_left (p.coeff m))
  rw [eval_eq_sum_range' hp]
  -- pull the spline value out of the finite sum over monomials
  have e : (fun k : ℤ => bspline n (x - k) * ∑ m ∈ Finset.range n, p.coeff m *
      ((marsdenPoly (n - 1) k).coeff (n - 1 - m) / ((n - 1).choose m : ℝ))) =
      fun k : ℤ => ∑ m ∈ Finset.range n, p.coeff m * (bspline n (x - k) *
        ((marsdenPoly (n - 1) k).coeff (n - 1 - m) / ((n - 1).choose m : ℝ))) := by
    funext k
    rw [Finset.mul_sum]
    exact Finset.sum_congr rfl fun m _ => mul_left_comm _ _ _
  have h' : HasSum (fun k : ℤ => bspline n (x - k) * ∑ m ∈ Finset.range n, p.coeff m *
      ((marsdenPoly (n - 1) k).coeff (n - 1 - m) / ((n - 1).choose m : ℝ)))
      (∑ m ∈ Finset.range n, p.coeff m * x ^ m) := by
    rw [e]
    exact h
  exact h'

end

end MarsdenUniformMesh
```

```lean
#print axioms MarsdenUniformMesh.marsden_identity
-- 'MarsdenUniformMesh.marsden_identity' depends on axioms: [propext, Classical.choice, Quot.sound]
#print axioms MarsdenUniformMesh.polynomial_reproduction
-- 'MarsdenUniformMesh.polynomial_reproduction' depends on axioms: [propext, Classical.choice, Quot.sound]
```
